# A one-step rotation of a ring of M sites is a permutation of sign −(−1)^M

Number the sites of a finite ring by the integers modulo `M`, with `M` not zero, and move every site on by one. The lemma `sign_shift` says that this permutation has sign −(−1)^M, read as an integer: it is odd when `M` is even, and even when `M` is odd. It speaks only of the permutation of the sites; no Hamiltonian or quantum state enters. The proof writes `M` as `n + 1`, identifies the shift with Mathlib's rotation `finRotate (n + 1)`, and takes the sign from the library lemma `sign_finRotate`.

The failing Lean file:

```lean
import Mathlib

open ComplexConjugate

namespace SignShift

noncomputable section

variable {M : ℕ} [NeZero M]

/-- The rotation of the whole ring by one step. -/
def shift (M : ℕ) : Equiv.Perm (ZMod M) := Equiv.addRight 1

/-- The rotation of a ring of `M` points by one step has sign `-(-1)^M`. -/
theorem sign_shift : ((Equiv.Perm.sign (shift M) : ℤˣ) : ℤ) = -(-1) ^ M := by
  obtain ⟨n, rfl⟩ := Nat.exists_eq_succ_of_ne_zero (NeZero.ne M)
  have h : Equiv.Perm.sign (shift (n + 1)) = (-1) ^ n := by
    have e : shift (n + 1) = (show Equiv.Perm (ZMod (n + 1)) from finRotate (n + 1)) := by
      apply Equiv.ext
      intro i
      exact (finRotate_succ_apply i).symm
    rw [e]
    exact sign_finRotate n
  change ((Equiv.Perm.sign (shift (n + 1)) : ℤˣ) : ℤ) = -(-1) ^ (n + 1)
  rw [h]
  simp [pow_succ]

end

end SignShift
```

Compiling this gives:

```
Main.lean:21:13: warning: `finRotate_succ_apply` has been deprecated: Use `finRotate_apply` instead

Note: The updated constant has a different type:
  ∀ {n : ℕ} (i : Fin n), (finRotate n) i = i + 1
instead of
  ∀ {n : ℕ} (i : Fin (n + 1)), (finRotate (n + 1)) i = i + 1
Main.lean:23:4: error: Type mismatch
  sign_finRotate n
has type
  (@Equiv.Perm.sign (Fin n) (instDecidableEqFin n) (Fin.fintype n)) (finRotate n) = (-1) ^ (n - 1)
but is expected to have type
  (@Equiv.Perm.sign (ZMod (n + 1)) (ZMod.decidableEq (n + 1)) (ZMod.fintype (n + 1)))
      (have this := finRotate (n + 1);
      this) =
    (-1) ^ n
```

Diagnosis. The error is an index that is off by one. As the message shows, `sign_finRotate n` concerns the rotation of `n` points, `finRotate n`, and gives its sign as `(-1) ^ (n - 1)`. The goal concerns `finRotate (n + 1)`, a rotation of `n + 1` points, and wants `(-1) ^ n`. The two statements are about permutations of different sets, so Lean can't accept one for the other.

Giving the lemma `n + 1` instead makes the rotation the right one. The exponent becomes `n + 1 - 1`, which Lean reduces to `n`, and `ZMod (n + 1)` unfolds to `Fin (n + 1)`, so `exact` succeeds.

The other change answers the warning, which did not stop the proof. `finRotate_succ_apply` is deprecated in favour of `finRotate_apply`, whose size argument is the full number of points, here given explicitly as `n + 1`. As far as the error is concerned, this is mere tidying.

The repair, with which the file compiles:

```diff
@@ -19,7 +19,7 @@
       apply Equiv.ext
       intro i
-      exact (finRotate_succ_apply i).symm
+      exact (finRotate_apply (n := n + 1) i).symm
     rw [e]
-    exact sign_finRotate n
+    exact sign_finRotate (n + 1)
   change ((Equiv.Perm.sign (shift (n + 1)) : ℤˣ) : ℤ) = -(-1) ^ (n + 1)
   rw [h]
```
